# A Unique Quasiparticle Vacuum Has Definite Fermion Parity

A Bogoliubov mean-field state need not have a definite number of electrons, but it can still have a definite fermion parity: even or odd. If the quasiparticle vacuum is even, exciting an odd number of quasiparticles gives an odd state. This presupposes that the vacuum has a parity, which holds when the vacuum is unique and the parity operator anticommutes with every quasiparticle annihilator.

## From anticommutation to a sign

Let $P$ and $b_k$ be linear operators on a complex vector space, with $P^2=1$ and $Pb_k=-b_kP$. In the physical case $P=(-1)^N$, with $N$ the fermion number, and the second relation says that each $b_k$ takes even states to odd ones and odd states to even ones, unless it annihilates them. Suppose the vectors annihilated by all $b_k$ form the line through $\psi\neq0$. Then

$$b_k(P\psi)=-P(b_k\psi)=0\quad\text{for every }k,$$

so $P\psi$ lies on the same line and $P\psi=c\psi$ for some complex $c$. Applying $P$ again gives $\psi=P^2\psi=c^2\psi$. Since $\psi\neq0$, $c^2=1$ and $c=\pm1$. Both signs at once would give $\psi=-\psi$, hence $2\psi=0$, which is excluded.

Let operators $c_k$ also anticommute with $P$. In the physical case they can be the quasiparticle creators $b_k^\dagger$: since $P=(-1)^N$ is Hermitian, the adjoint of $Pb_k=-b_kP$ is $b_k^\dagger P=-Pb_k^\dagger$. Moving $P$ through a product of $m$ of them gives

$$P\,c_{k_1}\cdots c_{k_m}\psi=(-1)^m c_{k_1}\cdots c_{k_m}P\psi .$$

## A pair with amplitudes 0.8 and 0.6

Take two modes with annihilators $a_1,a_2$, empty state $|0\rangle$, and

$$b_1=0.8\,a_1-0.6\,a_2^\dagger,\qquad b_2=0.8\,a_2+0.6\,a_1^\dagger .$$

On $x|0\rangle+y\,a_1^\dagger|0\rangle+z\,a_2^\dagger|0\rangle+w\,a_1^\dagger a_2^\dagger|0\rangle$, the condition from $b_1$ is $y=0$ and $0.8w=0.6x$; $b_2$ adds $z=0$. The vacuum line is therefore spanned by

$$\psi=0.8|0\rangle+0.6\,a_1^\dagger a_2^\dagger|0\rangle .$$

Both components have even particle number, so $P\psi=\psi$. One excitation gives $b_1^\dagger\psi=(0.64+0.36)\,a_1^\dagger|0\rangle=a_1^\dagger|0\rangle$, which is odd.

## When a quasiparticle operator is missing

The uniqueness hypothesis cannot simply be dropped. With the same two modes, impose only $a_1\varphi=0$. Both $|0\rangle$ and $a_2^\dagger|0\rangle$ qualify, and so does $\varphi=(|0\rangle+a_2^\dagger|0\rangle)/\sqrt2$. But $P\varphi=(|0\rangle-a_2^\dagger|0\rangle)/\sqrt2$ is neither $\varphi$ nor $-\varphi$. This $\varphi$ is a vector in the Fock space but not a physical state, since parity superselection excludes superpositions of even and odd fermion number.

## Parity and vacua in Lean

The state space `V` may have any dimension, and the modes carry labels from an arbitrary type `ι`. Operators are linear endomorphisms, `Module.End ℂ V`, whose product is composition.

```lean
import Mathlib

namespace QuasiparticleVacuumParity

noncomputable section

variable {V ι : Type*} [AddCommGroup V] [Module ℂ V]
```

The structure `IsFermionParity` contains just the two relations used above. It assumes neither an inner product nor canonical anticommutation relations, and it allows $-P$ wherever it allows $P$, so the physical choice of $P$ fixes which sign is called even.

```lean
/-- `P` is a fermion parity for the quasiparticle operators `b k`: it squares to one and
anticommutes with each of them. -/
structure IsFermionParity (P : Module.End ℂ V) (b : ι → Module.End ℂ V) : Prop where
  sq : P * P = 1
  anti : ∀ k, P * b k = -(b k * P)
```

The vacuum space is the intersection of the kernels. It includes the zero vector, which is why $\psi\neq0$ is a separate hypothesis later.

```lean
/-- The space of quasiparticle vacua: the vectors annihilated by every `b k`. -/
def vacuumSpace (b : ι → Module.End ℂ V) : Submodule ℂ V :=
  ⨅ k, LinearMap.ker (b k)

/-- A vector lies in the vacuum space exactly when every `b k` annihilates it. -/
theorem mem_vacuumSpace {b : ι → Module.End ℂ V} {φ : V} :
    φ ∈ vacuumSpace b ↔ ∀ k, b k φ = 0 := by
  simp [vacuumSpace]
```

Two auxiliary facts follow: a nonzero vector differs from its negative, and $P(P\varphi)=\varphi$.

```lean
private lemma ne_neg_of_ne_zero {φ : V} (hφ : φ ≠ 0) : φ ≠ -φ := by
  intro h
  have h2 : (2 : ℂ) • φ = 0 := by
    rw [two_smul]
    exact add_eq_zero_iff_eq_neg.mpr h
  exact hφ ((smul_eq_zero.mp h2).resolve_left two_ne_zero)

private lemma parity_parity {P : Module.End ℂ V} {b : ι → Module.End ℂ V}
    (h : IsFermionParity P b) (φ : V) : P (P φ) = φ :=
  LinearMap.congr_fun h.sq φ
```

The next theorem is the first displayed calculation: evaluate the anticommutation relation on a vacuum vector.

```lean
/-- Fermion parity maps quasiparticle vacua to quasiparticle vacua. -/
theorem parity_mem_vacuumSpace {P : Module.End ℂ V} {b : ι → Module.End ℂ V}
    (h : IsFermionParity P b) {φ : V} (hφ : φ ∈ vacuumSpace b) :
    P φ ∈ vacuumSpace b := by
  rw [mem_vacuumSpace] at hφ ⊢
  intro k
  have hk : P (b k φ) = -(b k (P φ)) := LinearMap.congr_fun (h.anti k) φ
  rw [hφ k, map_zero] at hk
  exact neg_eq_zero.mp hk.symm
```

## The sign of the unique vacuum

The hypothesis `hvac` states uniqueness up to a scalar; it is assumed here. On the Fock space of finitely many modes it holds whenever the $b_k$ are a full set of Bogoliubov annihilators, one per mode, obeying the canonical anticommutation relations. The conclusion lists the two signs, each with the other excluded. In the proof, `hc` supplies the factor $c$, `hc1` is $c^2=1$, and the final case split treats the two roots.

```lean
/-- A unique quasiparticle vacuum has definite fermion parity: it is either even or odd,
and not both. -/
theorem unique_vacuum_definite_parity {P : Module.End ℂ V} {b : ι → Module.End ℂ V}
    (h : IsFermionParity P b) {ψ : V} (hψ : ψ ≠ 0)
    (hvac : vacuumSpace b = Submodule.span ℂ {ψ}) :
    (P ψ = ψ ∧ P ψ ≠ -ψ) ∨ (P ψ = -ψ ∧ P ψ ≠ ψ) := by
  have hmem : ψ ∈ vacuumSpace b := by
    rw [hvac]
    exact Submodule.mem_span_singleton_self ψ
  -- the parity image stays on the vacuum line
  have hP := parity_mem_vacuumSpace h hmem
  rw [hvac, Submodule.mem_span_singleton] at hP
  obtain ⟨c, hc⟩ := hP
  -- applying the parity twice forces the factor to square to one
  have hcc : (c * c - 1) • ψ = 0 := by
    have h2 := parity_parity h ψ
    rw [← hc, map_smul, ← hc, smul_smul] at h2
    rw [sub_smul, one_smul, h2, sub_self]
  have hc1 : c * c = 1 := sub_eq_zero.mp ((smul_eq_zero.mp hcc).resolve_right hψ)
  have hne := ne_neg_of_ne_zero hψ
  rcases mul_self_eq_one_iff.mp hc1 with h1 | h1
  · have e : P ψ = ψ := by rw [← hc, h1, one_smul]
    exact Or.inl ⟨e, fun h' => hne (e.symm.trans h')⟩
  · have e : P ψ = -ψ := by rw [← hc, h1, neg_smul, one_smul]
    exact Or.inr ⟨e, fun h' => hne (h'.symm.trans e)⟩
```

## Parity of excited states

A list `l` encodes a string of operators, with its first entry leftmost. Induction on the list moves $P$ past one operator at a time.

```lean
/-- If `P ψ = s • ψ` and every `c k` anticommutes with `P`, then `P` multiplies the vector obtained
from `ψ` by a string of the `c k` by `s` times `-1` per operator in the string. -/
theorem parity_string {P : Module.End ℂ V} {c : ι → Module.End ℂ V}
    (hc : ∀ k, P * c k = -(c k * P)) {ψ : V} {s : ℂ} (hs : P ψ = s • ψ) (l : List ι) :
    P ((l.map c).prod ψ) = ((-1) ^ l.length * s) • (l.map c).prod ψ := by
  induction l with
  | nil => simpa using hs
  | cons k l ih =>
    have hk : P (c k ((l.map c).prod ψ)) = -(c k (P ((l.map c).prod ψ))) :=
      LinearMap.congr_fun (hc k) _
    simp only [List.map_cons, List.prod_cons, Module.End.mul_apply, List.length_cons]
    rw [hk, ih, map_smul, pow_succ]
    module
```

Combining this with the previous theorem gives one sign `s` for all strings over the unique vacuum. A string may annihilate $\psi$; the equation then reads $0=0$ and assigns no parity to a state.

```lean
/-- Over a unique vacuum `ψ` there is one sign `s` such that `P` multiplies every vector obtained
from `ψ` by a string of parity-odd operators `c k` by `s` times `-1` per operator. -/
theorem excitation_parity {κ : Type*} {P : Module.End ℂ V} {b : ι → Module.End ℂ V}
    {c : κ → Module.End ℂ V} (h : IsFermionParity P b)
    (hc : ∀ k, P * c k = -(c k * P)) {ψ : V} (hψ : ψ ≠ 0)
    (hvac : vacuumSpace b = Submodule.span ℂ {ψ}) :
    ∃ s : ℂ, (s = 1 ∨ s = -1) ∧ ∀ l : List κ,
      P ((l.map c).prod ψ) = ((-1) ^ l.length * s) • (l.map c).prod ψ := by
  rcases unique_vacuum_definite_parity h hψ hvac with ⟨e, _⟩ | ⟨e, _⟩
  · exact ⟨1, Or.inl rfl, parity_string hc (by rw [e, one_smul])⟩
  · exact ⟨-1, Or.inr rfl, parity_string hc (by rw [e, neg_smul, one_smul])⟩
```

## Degenerate vacua

Without uniqueness, a vacuum vector still splits as

$$\varphi=\tfrac12(\varphi+P\varphi)+\tfrac12(\varphi-P\varphi),$$

where both parts are vacuum vectors, the first even and the second odd.

```lean
/-- Every quasiparticle vacuum, unique or not, is the sum of an even and an odd
quasiparticle vacuum (either of which may vanish). -/
theorem vacuum_even_odd_split {P : Module.End ℂ V} {b : ι → Module.End ℂ V}
    (h : IsFermionParity P b) {φ : V} (hφ : φ ∈ vacuumSpace b) :
    ∃ e ∈ vacuumSpace b, ∃ o ∈ vacuumSpace b, P e = e ∧ P o = -o ∧ φ = e + o := by
  have hP := parity_mem_vacuumSpace h hφ
  -- project with (1 + P)/2 and (1 - P)/2
  refine ⟨(1 / 2 : ℂ) • (φ + P φ), Submodule.smul_mem _ _ (Submodule.add_mem _ hφ hP),
    (1 / 2 : ℂ) • (φ - P φ), Submodule.smul_mem _ _ (Submodule.sub_mem _ hφ hP), ?_, ?_, ?_⟩
  · rw [map_smul, map_add, parity_parity h]
    module
  · rw [map_smul, map_sub, parity_parity h]
    module
  · module
```

Conversely, adding a nonzero even vacuum $e$ and a nonzero odd vacuum $o$ gives $P(e+o)=e-o$. Equality with $e+o$ would force $o=0$, and equality with $-(e+o)$ would force $e=0$.

```lean
/-- If there are a nonzero even vacuum and a nonzero odd vacuum, their sum is a
quasiparticle vacuum without definite parity. -/
theorem degenerate_vacuum_indefinite {P : Module.End ℂ V} {b : ι → Module.End ℂ V}
    {e o : V} (he : e ∈ vacuumSpace b) (ho : o ∈ vacuumSpace b) (he0 : e ≠ 0) (ho0 : o ≠ 0)
    (hPe : P e = e) (hPo : P o = -o) :
    e + o ∈ vacuumSpace b ∧ P (e + o) ≠ e + o ∧ P (e + o) ≠ -(e + o) := by
  refine ⟨Submodule.add_mem _ he ho, fun hh => ?_, fun hh => ?_⟩
  · rw [map_add, hPe, hPo] at hh
    exact ne_neg_of_ne_zero ho0 (add_left_cancel hh).symm
  · rw [map_add, hPe, hPo, neg_add] at hh
    exact ne_neg_of_ne_zero he0 (add_right_cancel hh)
```

## One mode, both signs

For a single mode in the basis (empty, occupied), the matrices below represent parity, annihilator and creator.

```lean
/-- The parity of a single fermion mode, with basis (empty, occupied). -/
def modeParity : Module.End ℂ (Fin 2 → ℂ) := Matrix.toLin' !![1, 0; 0, -1]

/-- The annihilator of a single fermion mode. -/
def annihilate : Module.End ℂ (Fin 2 → ℂ) := Matrix.toLin' !![0, 1; 0, 0]

/-- The creator of a single fermion mode. -/
def create : Module.End ℂ (Fin 2 → ℂ) := Matrix.toLin' !![0, 0; 1, 0]
```

Their actions on $(v_0,v_1)$ are $(v_0,-v_1)$, $(v_1,0)$ and $(0,v_0)$.

```lean
private lemma modeParity_apply (v : Fin 2 → ℂ) : modeParity v = ![v 0, -v 1] := by
  funext i
  fin_cases i <;> simp [modeParity, Matrix.mulVec, dotProduct, Fin.sum_univ_two]

private lemma annihilate_apply (v : Fin 2 → ℂ) : annihilate v = ![v 1, 0] := by
  funext i
  fin_cases i <;> simp [annihilate, Matrix.mulVec, dotProduct, Fin.sum_univ_two]

private lemma create_apply (v : Fin 2 → ℂ) : create v = ![0, v 0] := by
  funext i
  fin_cases i <;> simp [create, Matrix.mulVec, dotProduct, Fin.sum_univ_two]
```

With the annihilator as $b$, the condition is $v_1=0$: the vacuum is the empty state, which is even.

```lean
/-- For one mode with `b` the annihilator, the vacuum is unique, namely the empty state,
and it is even. -/
theorem even_vacuum_witness :
    IsFermionParity modeParity (fun _ : Fin 1 => annihilate) ∧
    vacuumSpace (fun _ : Fin 1 => annihilate) = Submodule.span ℂ {![1, 0]} ∧
    modeParity ![1, 0] = ![1, 0] := by
  refine ⟨⟨?_, fun _ => ?_⟩, ?_, ?_⟩
  · refine LinearMap.ext fun v => funext fun i => ?_
    fin_cases i <;> simp [modeParity_apply]
  · refine LinearMap.ext fun v => funext fun i => ?_
    fin_cases i <;> simp [modeParity_apply, annihilate_apply]
  · refine Submodule.ext fun v => ?_
    rw [mem_vacuumSpace, Submodule.mem_span_singleton]
    constructor
    · intro h
      have h1 : v 1 = 0 := by simpa [annihilate_apply] using congrFun (h 0) 0
      exact ⟨v 0, by funext i; fin_cases i <;> simp [h1]⟩
    · rintro ⟨c, rfl⟩ k
      funext i
      fin_cases i <;> simp [annihilate_apply]
  · simp [modeParity_apply]
```

Particle-hole exchange puts the creator in that role. The condition becomes $v_0=0$, and the vacuum is the occupied state, which is odd.

```lean
/-- For one mode with `b` the creator (particle-hole exchange), the vacuum is unique,
namely the occupied state, and it is odd. -/
theorem odd_vacuum_witness :
    IsFermionParity modeParity (fun _ : Fin 1 => create) ∧
    vacuumSpace (fun _ : Fin 1 => create) = Submodule.span ℂ {![0, 1]} ∧
    modeParity ![0, 1] = -![0, 1] := by
  refine ⟨⟨even_vacuum_witness.1.sq, fun _ => ?_⟩, ?_, ?_⟩
  · refine LinearMap.ext fun v => funext fun i => ?_
    fin_cases i <;> simp [modeParity_apply, create_apply]
  · refine Submodule.ext fun v => ?_
    rw [mem_vacuumSpace, Submodule.mem_span_singleton]
    constructor
    · intro h
      have h0 : v 0 = 0 := by simpa [create_apply] using congrFun (h 0) 1
      exact ⟨v 1, by funext i; fin_cases i <;> simp [h0]⟩
    · rintro ⟨c, rfl⟩ k
      funext i
      fin_cases i <;> simp [create_apply]
  · funext i
    fin_cases i <;> simp [modeParity_apply]

end

end QuasiparticleVacuumParity
```

```lean
#print axioms QuasiparticleVacuumParity.unique_vacuum_definite_parity
#print axioms QuasiparticleVacuumParity.excitation_parity
#print axioms QuasiparticleVacuumParity.vacuum_even_odd_split
#print axioms QuasiparticleVacuumParity.degenerate_vacuum_indefinite
```

```
'QuasiparticleVacuumParity.unique_vacuum_definite_parity' depends on axioms: [propext, Classical.choice, Quot.sound]
'QuasiparticleVacuumParity.excitation_parity' depends on axioms: [propext, Classical.choice, Quot.sound]
'QuasiparticleVacuumParity.vacuum_even_odd_split' depends on axioms: [propext, Classical.choice, Quot.sound]
'QuasiparticleVacuumParity.degenerate_vacuum_indefinite' depends on axioms: [propext, Classical.choice, Quot.sound]
```
